# A bonding orbital of two separated, equal-width Gaussians has a smaller momentum second moment along the bond than either Gaussian alone

If a code scales the sum of two overlapping real atomic orbitals, each of unit norm, by \(1/\sqrt2\), as though they were orthogonal, its momentum density integrates to \(1+S\) instead of one, where \(S\) is their overlap. For two Gaussians of the shape \(e^{-x^2/2}\), centred a distance \(|R|\) apart with \(0<|R|<\sqrt2\), the error even reverses a trend: the computed second moment lies above the atomic value, while the correct one lies below it.

## Norm and second moment in closed form

Set \(\hbar=1\) and measure length in units of the orbital width. The atomic orbital centred at \(a\) is

\[
\phi_a(x)=\pi^{-1/4}e^{-(x-a)^2/2}.
\]

Two of them at \(\pm R/2\) have overlap \(S=e^{-R^2/4}\), and their normalised in-phase sum has momentum density

\[
n(p)=\frac{2\cos^2(pR/2)\,e^{-p^2}}{\sqrt\pi\,(1+S)} .
\]

For every real \(R\),

\[
\int n\,dp=1,\qquad \int p^2n\,dp=\frac12-\frac{R^2S}{4(1+S)} .
\]

The atomic second moment is \(1/2\), so the bonding value is strictly smaller exactly when \(R\neq0\).

## Checking a Compton-profile code

A directional Compton profile is the momentum density integrated over the two momentum components perpendicular to a chosen direction. For one electron in the in-phase sum of two equal spherical Gaussians in three dimensions, the profile along the bond is exactly \(n(p)\), because the perpendicular factors integrate to one. A code that builds such profiles from localised basis functions needs the overlap, the Fourier prefactor and the phases of the centres to be mutually consistent. For this one-electron, fixed-width model, the two moments give exact targets for that part of the code. Dropping the phases, for example, changes the norm to \(2/(1+S)\).

Take \(R=1\). Then \(S=e^{-1/4}\approx0.7788\), and the second moment is

\[
\frac12-\frac{0.7788}{4\times1.7788}\approx0.5-0.1095=0.3905 .
\]

With the \(1/\sqrt2\) normalisation, the norm becomes \(1.7788\) and the second moment \(1.7788\times0.3905\approx0.695\), which is above \(1/2\).

## From Gaussian integrals to the moments

**Overlap.** Since \((x-R/2)^2+(x+R/2)^2=2x^2+R^2/2\),

\[
\int\phi_{R/2}\,\phi_{-R/2}\,dx=\frac{e^{-R^2/4}}{\sqrt\pi}\int e^{-x^2}dx=e^{-R^2/4}=S .
\]

The squared norm of the sum is therefore \(2(1+S)\), and the bonding orbital is \((\phi_{R/2}+\phi_{-R/2})/\sqrt{2(1+S)}\).

**Fourier transform.** For \(b>0\) and complex \(c,d\),

\[
\int e^{-bx^2+cx+d}\,dx=\sqrt{\pi/b}\;e^{d+c^2/(4b)} .
\]

With \(b=\tfrac12\), \(c=a-ip\) and \(d=-a^2/2\), the exponent on the right is \(-p^2/2-iap\). Hence

\[
\frac1{\sqrt{2\pi}}\int e^{-ipx}\phi_a(x)\,dx=\pi^{-1/4}e^{-p^2/2}e^{-iap}.
\]

The phases of the two centres add to \(e^{-ipR/2}+e^{ipR/2}=2\cos(pR/2)\). Squaring the modulus and dividing by \(2(1+S)\) gives \(n(p)\).

**Cosine moments.** Define

\[
C_0=\int\cos(Rp)e^{-p^2}dp,\quad
D_1=\int p\sin(Rp)e^{-p^2}dp,\quad
C_2=\int p^2\cos(Rp)e^{-p^2}dp .
\]

The real part of the Gaussian integral with \(b=1\), \(c=iR\), \(d=0\) gives \(C_0=\sqrt\pi\,S\). The derivatives of \(\sin(Rp)e^{-p^2}\) and \(p\cos(Rp)e^{-p^2}\) integrate to zero, so

\[
RC_0-2D_1=0,\qquad C_0-RD_1-2C_2=0 .
\]

Eliminating \(D_1\) gives \(C_2=(\tfrac12-\tfrac{R^2}{4})\sqrt\pi\,S\).

**Assembly.** Because \(2\cos^2(pR/2)=1+\cos(Rp)\), each moment of \(n\) is an \(R=0\) term plus an interference term:

\[
\int n\,dp=\frac{\sqrt\pi+\sqrt\pi S}{\sqrt\pi(1+S)}=1,
\]

\[
\int p^2n\,dp=\frac{\frac12+\left(\frac12-\frac{R^2}{4}\right)S}{1+S}
=\frac12-\frac{R^2S}{4(1+S)} .
\]

For one atom the density is \(e^{-p^2}/\sqrt\pi\), with second moment \(1/2\). The subtracted term is positive for \(R\neq0\) and zero for \(R=0\).

## The Lean file

```lean
import Mathlib

open MeasureTheory
open scoped Real

namespace BondingComptonProfile

noncomputable section

/-- The normalised Gaussian atomic orbital centred at `a`. -/
def atomicOrbital (a x : ℝ) : ℝ := (√(√π))⁻¹ * Real.exp (-(x - a) ^ 2 / 2)

/-- The overlap integral of two atomic orbitals a distance `R` apart. -/
def overlap (R : ℝ) : ℝ := ∫ x : ℝ, atomicOrbital (R / 2) x * atomicOrbital (-(R / 2)) x

/-- The bonding combination of two atomic orbitals at `R / 2` and `-R / 2`. -/
def bondingOrbital (R x : ℝ) : ℝ :=
  (atomicOrbital (R / 2) x + atomicOrbital (-(R / 2)) x) / √(2 * (1 + overlap R))

/-- The momentum density: squared modulus of the unitary Fourier transform of an orbital. -/
def momentumDensity (ψ : ℝ → ℝ) (p : ℝ) : ℝ :=
  ‖(((√(2 * π))⁻¹ : ℝ) : ℂ) *
    ∫ x : ℝ, Complex.exp (-(Complex.I * p * x)) * (ψ x : ℂ)‖ ^ 2

/-- The second moment of a momentum density. -/
def secondMoment (n : ℝ → ℝ) : ℝ := ∫ p : ℝ, p ^ 2 * n p

/-- The integral of a Gaussian with complex linear and constant terms in the exponent. -/
theorem gaussian_integral {b : ℝ} (hb : 0 < b) (c d : ℂ) :
    ∫ x : ℝ, Complex.exp (((-b : ℝ) : ℂ) * x ^ 2 + c * x + d) =
      ((√(π / b) : ℝ) : ℂ) * Complex.exp (d + c ^ 2 / (4 * b)) := by
  have key := integral_cexp_quadratic (b := ((-b : ℝ) : ℂ))
    (by rw [Complex.ofReal_re]; linarith) c d
  have e : (π : ℂ) / -((-b : ℝ) : ℂ) = ((π / b : ℝ) : ℂ) := by push_cast; ring
  have f : d - c ^ 2 / (4 * ((-b : ℝ) : ℂ)) = d + c ^ 2 / (4 * b) := by push_cast; ring
  have g : ((1 / 2 : ℝ) : ℂ) = 1 / 2 := by norm_num
  rw [key, e, f, Real.sqrt_eq_rpow, Complex.ofReal_cpow (by positivity), g]

/-- The Fourier integral of a displaced atomic orbital is a Gaussian times a phase. -/
theorem atomic_fourier (a p : ℝ) :
    ∫ x : ℝ, Complex.exp (-(Complex.I * p * x)) * (atomicOrbital a x : ℂ) =
      (((√(√π))⁻¹ * √(2 * π) * Real.exp (-p ^ 2 / 2) : ℝ) : ℂ) *
        Complex.exp (-(Complex.I * a * p)) := by
  have h : ∀ x : ℝ, Complex.exp (-(Complex.I * p * x)) * (atomicOrbital a x : ℂ) =
      (((√(√π))⁻¹ : ℝ) : ℂ) * Complex.exp (((-(1 / 2) : ℝ) : ℂ) * x ^ 2 +
        (a - Complex.I * p) * x + (-(a : ℂ) ^ 2 / 2)) := by
    intro x
    unfold atomicOrbital
    push_cast
    rw [mul_left_comm, ← Complex.exp_add]
    congr 2
    ring
  have he : -(a : ℂ) ^ 2 / 2 + (a - Complex.I * p) ^ 2 / (4 * ((1 / 2 : ℝ) : ℂ)) =
      ((-p ^ 2 / 2 : ℝ) : ℂ) + -(Complex.I * a * p) := by
    push_cast
    linear_combination ((p : ℂ) ^ 2 / 2) * Complex.I_sq
  have hp : π / (1 / 2) = 2 * π := by ring
  simp_rw [h]
  rw [integral_const_mul, gaussian_integral (by norm_num : (0 : ℝ) < 1 / 2), he, hp,
    Complex.exp_add]
  push_cast
  ring

/-- The overlap of the two atomic orbitals is `exp (-R² / 4)`. -/
theorem overlap_eq (R : ℝ) : overlap R = Real.exp (-R ^ 2 / 4) := by
  have h : ∀ x : ℝ, atomicOrbital (R / 2) x * atomicOrbital (-(R / 2)) x =
      ((√π)⁻¹ * Real.exp (-R ^ 2 / 4)) * Real.exp (-1 * x ^ 2) := by
    intro x
    unfold atomicOrbital
    have h3 : (√(√π))⁻¹ * (√(√π))⁻¹ = (√π)⁻¹ := by
      rw [← mul_inv, Real.mul_self_sqrt (Real.sqrt_nonneg _)]
    have h4 : Real.exp (-(x - R / 2) ^ 2 / 2) * Real.exp (-(x - -(R / 2)) ^ 2 / 2) =
        Real.exp (-R ^ 2 / 4) * Real.exp (-1 * x ^ 2) := by
      rw [← Real.exp_add, ← Real.exp_add]
      congr 1
      ring
    rw [mul_mul_mul_comm, h3, h4, mul_assoc]
  have hne : √π ≠ 0 := by positivity
  unfold overlap
  simp_rw [h]
  rw [integral_const_mul, integral_gaussian, div_one, mul_right_comm, inv_mul_cancel₀ hne,
    one_mul]

/-- The momentum density of the bonding orbital is the atomic Gaussian modulated by the two-centre
interference factor `cos² (p R / 2)` and rescaled by `2 / (1 + exp (-R² / 4))`. -/
theorem bonding_density (R p : ℝ) :
    momentumDensity (bondingOrbital R) p =
      2 * Real.cos (p * R / 2) ^ 2 * Real.exp (-p ^ 2) /
        (√π * (1 + Real.exp (-R ^ 2 / 4))) := by
  have hi : ∀ a : ℝ, Integrable
      (fun x : ℝ => Complex.exp (-(Complex.I * p * x)) * (atomicOrbital a x : ℂ)) := by
    intro a
    by_contra h
    have h0 := atomic_fourier a p
    rw [integral_undef h] at h0
    refine mul_ne_zero ?_ (Complex.exp_ne_zero _) h0.symm
    exact Complex.ofReal_ne_zero.2 (by positivity)
  have h : ∀ x : ℝ, Complex.exp (-(Complex.I * p * x)) * (bondingOrbital R x : ℂ) =
      (((√(2 * (1 + overlap R)))⁻¹ : ℝ) : ℂ) *
        (Complex.exp (-(Complex.I * p * x)) * (atomicOrbital (R / 2) x : ℂ) +
          Complex.exp (-(Complex.I * p * x)) * (atomicOrbital (-(R / 2)) x : ℂ)) := by
    intro x
    unfold bondingOrbital
    push_cast
    ring
  -- the phases of the two centres interfere
  have hc : Complex.exp (-(Complex.I * ((R / 2 : ℝ) : ℂ) * p)) +
      Complex.exp (-(Complex.I * ((-(R / 2) : ℝ) : ℂ) * p)) =
        ((2 * Real.cos (p * R / 2) : ℝ) : ℂ) := by
    have e1 : -(Complex.I * ((R / 2 : ℝ) : ℂ) * p) = -((p : ℂ) * R / 2) * Complex.I := by
      push_cast; ring
    have e2 : -(Complex.I * ((-(R / 2) : ℝ) : ℂ) * p) = ((p : ℂ) * R / 2) * Complex.I := by
      push_cast; ring
    rw [e1, e2]
    push_cast
    rw [Complex.cos]
    ring
  unfold momentumDensity
  simp_rw [h]
  rw [integral_const_mul, integral_add (hi _) (hi _), atomic_fourier, atomic_fourier,
    ← mul_add, hc, ← Complex.ofReal_mul, ← Complex.ofReal_mul, ← Complex.ofReal_mul,
    Complex.norm_real, Real.norm_eq_abs, sq_abs, overlap_eq]
  have hS : 0 < 1 + Real.exp (-R ^ 2 / 4) := by positivity
  have h1 : √(2 * π) ^ 2 = 2 * π := Real.sq_sqrt (by positivity)
  have h2 : √(2 * (1 + Real.exp (-R ^ 2 / 4))) ^ 2 = 2 * (1 + Real.exp (-R ^ 2 / 4)) :=
    Real.sq_sqrt (by positivity)
  have h3 : √(√π) ^ 2 = √π := Real.sq_sqrt (by positivity)
  have h4 : Real.exp (-p ^ 2 / 2) ^ 2 = Real.exp (-p ^ 2) := by
    rw [sq, ← Real.exp_add]
    congr 1
    ring
  simp only [mul_pow, inv_pow, h1, h2, h3, h4]
  generalize Real.exp (-R ^ 2 / 4) = S at hS ⊢
  have hq : 0 < √π := by positivity
  generalize √π = q at hq ⊢
  field_simp
  try ring

/-- A natural power of `x` times a continuous factor of absolute value at most one is integrable
against the Gaussian `exp (-x²)`. -/
theorem integrable_gaussian_mul (k : ℕ) {u : ℝ → ℝ} (hu : Continuous u)
    (hb : ∀ x, |u x| ≤ 1) : Integrable (fun x : ℝ => x ^ k * u x * Real.exp (-x ^ 2)) := by
  have hk : (-1 : ℝ) < (k : ℝ) := by
    have : (0 : ℝ) ≤ k := k.cast_nonneg
    linarith
  have h := integrable_rpow_mul_exp_neg_mul_sq (b := 1) one_pos hk
  simp only [Real.rpow_natCast] at h
  refine h.mono (Continuous.aestronglyMeasurable (by fun_prop))
    (Filter.Eventually.of_forall fun x => ?_)
  rw [neg_one_mul, norm_mul, norm_mul, norm_mul]
  exact mul_le_mul_of_nonneg_right (mul_le_of_le_one_right (norm_nonneg _) (hb x))
    (norm_nonneg _)

/-- The cosine transform of the Gaussian momentum distribution. -/
theorem cos_integral (R : ℝ) :
    ∫ p : ℝ, Real.cos (R * p) * Real.exp (-p ^ 2) = √π * Real.exp (-R ^ 2 / 4) := by
  have key := gaussian_integral one_pos (Complex.I * R) 0
  have hv : (0 : ℂ) + (Complex.I * R) ^ 2 / (4 * ((1 : ℝ) : ℂ)) =
      ((-R ^ 2 / 4 : ℝ) : ℂ) := by
    push_cast
    linear_combination ((R : ℂ) ^ 2 / 4) * Complex.I_sq
  rw [hv, div_one, ← Complex.ofReal_exp, ← Complex.ofReal_mul] at key
  have hi : Integrable (fun x : ℝ =>
      Complex.exp (((-1 : ℝ) : ℂ) * x ^ 2 + Complex.I * R * x + 0)) := by
    by_contra h
    rw [integral_undef h] at key
    exact Complex.ofReal_ne_zero.2 (by positivity) key.symm
  have hre : ∫ x : ℝ, (Complex.exp (((-1 : ℝ) : ℂ) * x ^ 2 + Complex.I * R * x + 0)).re =
      (∫ x : ℝ, Complex.exp (((-1 : ℝ) : ℂ) * x ^ 2 + Complex.I * R * x + 0)).re :=
    Complex.reCLM.integral_comp_comm hi
  rw [key, Complex.ofReal_re] at hre
  rw [← hre]
  congr 1
  funext x
  rw [show ((-1 : ℝ) : ℂ) * x ^ 2 + Complex.I * R * x + 0 =
      ((-x ^ 2 : ℝ) : ℂ) + ((R * x : ℝ) : ℂ) * Complex.I by push_cast; ring,
    Complex.exp_add, ← Complex.ofReal_exp, Complex.re_ofReal_mul,
    Complex.exp_ofReal_mul_I_re, mul_comm]

/-- The second moment of the Gaussian weighted with the interference term `cos (R p)`. -/
theorem cos_second_moment (R : ℝ) :
    ∫ p : ℝ, p ^ 2 * Real.cos (R * p) * Real.exp (-p ^ 2) =
      (1 / 2 - R ^ 2 / 4) * (√π * Real.exp (-R ^ 2 / 4)) := by
  have cc : Continuous fun x : ℝ => Real.cos (R * x) := by fun_prop
  have cs : Continuous fun x : ℝ => Real.sin (R * x) := by fun_prop
  have bc : ∀ x : ℝ, |Real.cos (R * x)| ≤ 1 := fun x => Real.abs_cos_le_one _
  have bs : ∀ x : ℝ, |Real.sin (R * x)| ≤ 1 := fun x => Real.abs_sin_le_one _
  have c0 : Integrable fun x : ℝ => Real.cos (R * x) * Real.exp (-x ^ 2) := by
    simpa using integrable_gaussian_mul 0 cc bc
  have s0 : Integrable fun x : ℝ => Real.sin (R * x) * Real.exp (-x ^ 2) := by
    simpa using integrable_gaussian_mul 0 cs bs
  have c1 : Integrable fun x : ℝ => x * Real.cos (R * x) * Real.exp (-x ^ 2) := by
    simpa using integrable_gaussian_mul 1 cc bc
  have s1 : Integrable fun x : ℝ => x * Real.sin (R * x) * Real.exp (-x ^ 2) := by
    simpa using integrable_gaussian_mul 1 cs bs
  have c2 := integrable_gaussian_mul 2 cc bc
  have hl : ∀ x : ℝ, HasDerivAt (fun y : ℝ => R * y) R x := fun x => by
    simpa using (hasDerivAt_id x).const_mul R
  have he : ∀ x : ℝ, HasDerivAt (fun y : ℝ => Real.exp (-y ^ 2))
      (Real.exp (-x ^ 2) * (-(2 * x))) x := fun x =>
    ((hasDerivAt_pow 2 x).fun_neg.exp).congr_deriv (by norm_num)
  have j : Integrable fun x : ℝ => Real.cos (R * x) * Real.exp (-x ^ 2) -
      R * (x * Real.sin (R * x) * Real.exp (-x ^ 2)) := c0.sub (s1.const_mul R)
  -- total derivatives integrate to zero
  have A : ∫ x : ℝ, (R * (Real.cos (R * x) * Real.exp (-x ^ 2)) -
      2 * (x * Real.sin (R * x) * Real.exp (-x ^ 2))) = 0 :=
    integral_eq_zero_of_hasDerivAt_of_integrable
      (fun x => ((hl x).sin.fun_mul (he x)).congr_deriv (by ring))
      ((c0.const_mul R).sub (s1.const_mul 2)) s0
  have B : ∫ x : ℝ, (Real.cos (R * x) * Real.exp (-x ^ 2) -
      R * (x * Real.sin (R * x) * Real.exp (-x ^ 2)) -
      2 * (x ^ 2 * Real.cos (R * x) * Real.exp (-x ^ 2))) = 0 :=
    integral_eq_zero_of_hasDerivAt_of_integrable
      (fun x => (((hasDerivAt_id' x).fun_mul (hl x).cos).fun_mul (he x)).congr_deriv (by ring))
      (j.sub (c2.const_mul 2)) c1
  rw [integral_sub (c0.const_mul R) (s1.const_mul 2), integral_const_mul,
    integral_const_mul, cos_integral] at A
  rw [integral_sub j (c2.const_mul 2), integral_sub c0 (s1.const_mul R),
    integral_const_mul, integral_const_mul, cos_integral] at B
  linear_combination (R / 4) * A - (1 / 2) * B

/-- The momentum density of a single atomic orbital has second moment `1 / 2`, wherever the
atom sits. -/
theorem atomic_secondMoment (a : ℝ) :
    secondMoment (momentumDensity (atomicOrbital a)) = 1 / 2 := by
  have hn : ∀ p : ℝ, p ^ 2 * momentumDensity (atomicOrbital a) p =
      (√π)⁻¹ * (p ^ 2 * Real.cos (0 * p) * Real.exp (-p ^ 2)) := by
    intro p
    unfold momentumDensity
    rw [atomic_fourier, show -(Complex.I * a * p) = ((-(a * p) : ℝ) : ℂ) * Complex.I by
      push_cast; ring, norm_mul, norm_mul, Complex.norm_exp_ofReal_mul_I, mul_one,
      Complex.norm_real, Complex.norm_real, ← norm_mul, Real.norm_eq_abs, sq_abs,
      zero_mul, Real.cos_zero]
    have h1 : (√(2 * π))⁻¹ * ((√(√π))⁻¹ * √(2 * π) * Real.exp (-p ^ 2 / 2)) =
        (√(√π))⁻¹ * Real.exp (-p ^ 2 / 2) := by
      have : √(2 * π) ≠ 0 := by positivity
      rw [mul_right_comm, mul_comm, mul_assoc, mul_inv_cancel₀ this, mul_one]
    have h4 : Real.exp (-p ^ 2 / 2) ^ 2 = Real.exp (-p ^ 2) := by
      rw [sq, ← Real.exp_add]
      congr 1
      ring
    rw [h1, mul_pow, inv_pow, Real.sq_sqrt (Real.sqrt_nonneg _), h4]
    ring
  have hq : √π ≠ 0 := by positivity
  have e0 : Real.exp (-(0 : ℝ) ^ 2 / 4) = 1 := by norm_num
  unfold secondMoment
  simp_rw [hn]
  rw [integral_const_mul, cos_second_moment, e0, mul_one, mul_left_comm,
    inv_mul_cancel₀ hq]
  norm_num

/-- The bonding momentum density integrates to one, and its second moment is
`1/2 - R² S / (4 (1 + S))` with `S = exp (-R² / 4)`. -/
theorem bonding_moments (R : ℝ) :
    ∫ p : ℝ, momentumDensity (bondingOrbital R) p = 1 ∧
    secondMoment (momentumDensity (bondingOrbital R)) =
      1 / 2 - R ^ 2 * Real.exp (-R ^ 2 / 4) / (4 * (1 + Real.exp (-R ^ 2 / 4))) := by
  -- split the density into an atomic part and an interference part
  have hn : ∀ p : ℝ, momentumDensity (bondingOrbital R) p =
      (√π * (1 + Real.exp (-R ^ 2 / 4)))⁻¹ *
        (Real.cos (0 * p) * Real.exp (-p ^ 2) + Real.cos (R * p) * Real.exp (-p ^ 2)) := by
    intro p
    rw [bonding_density, Real.cos_sq, show 2 * (p * R / 2) = R * p by ring, zero_mul,
      Real.cos_zero, div_eq_mul_inv]
    ring
  have hn2 : ∀ p : ℝ, p ^ 2 * momentumDensity (bondingOrbital R) p =
      (√π * (1 + Real.exp (-R ^ 2 / 4)))⁻¹ *
        (p ^ 2 * Real.cos (0 * p) * Real.exp (-p ^ 2) +
          p ^ 2 * Real.cos (R * p) * Real.exp (-p ^ 2)) := by
    intro p
    rw [hn]
    ring
  have i0 : ∀ T : ℝ, Integrable fun p : ℝ => Real.cos (T * p) * Real.exp (-p ^ 2) := by
    intro T
    simpa using integrable_gaussian_mul 0 (u := fun x => Real.cos (T * x)) (by fun_prop)
      (fun x => Real.abs_cos_le_one _)
  have i2 : ∀ T : ℝ, Integrable fun p : ℝ =>
      p ^ 2 * Real.cos (T * p) * Real.exp (-p ^ 2) := fun T =>
    integrable_gaussian_mul 2 (u := fun x => Real.cos (T * x)) (by fun_prop)
      (fun x => Real.abs_cos_le_one _)
  have e0 : Real.exp (-(0 : ℝ) ^ 2 / 4) = 1 := by norm_num
  have hS : 0 < 1 + Real.exp (-R ^ 2 / 4) := by positivity
  have hq : 0 < √π := by positivity
  constructor
  · simp_rw [hn]
    rw [integral_const_mul, integral_add (i0 0) (i0 R), cos_integral, cos_integral, e0,
      ← mul_add]
    exact inv_mul_cancel₀ (mul_pos hq hS).ne'
  · unfold secondMoment
    simp_rw [hn2]
    rw [integral_const_mul, integral_add (i2 0) (i2 R), cos_second_moment,
      cos_second_moment, e0]
    generalize Real.exp (-R ^ 2 / 4) = S at hS ⊢
    generalize √π = q at hq ⊢
    field_simp
    try ring

/-- The bonding momentum density has a strictly smaller second moment than the atomic one
exactly when the two centres are distinct. -/
theorem bonding_narrower_iff (R a : ℝ) :
    secondMoment (momentumDensity (bondingOrbital R)) <
      secondMoment (momentumDensity (atomicOrbital a)) ↔ R ≠ 0 := by
  rw [(bonding_moments R).2, atomic_secondMoment]
  constructor
  · intro h hR
    rw [hR] at h
    norm_num at h
  · intro hR
    have : 0 < R ^ 2 * Real.exp (-R ^ 2 / 4) / (4 * (1 + Real.exp (-R ^ 2 / 4))) := by
      positivity
    linarith

end

end BondingComptonProfile
```

```lean
#print axioms BondingComptonProfile.bonding_narrower_iff
-- 'BondingComptonProfile.bonding_narrower_iff' depends on axioms: [propext, Classical.choice, Quot.sound]
```

## What the definitions and theorems cover

`atomicOrbital a` is \(\phi_a\), a real function of position. `overlap` is defined as an integral, and `momentumDensity` as the squared modulus of the unitary Fourier transform, so the formulas for \(S\) and \(n\) are derived from the orbitals. `bonding_moments` states the norm and the second moment for every real `R`. `bonding_narrower_iff` compares the bonding orbital with an atom at any position `a`.

The model has one electron, one dimension and two equal Gaussians whose width does not respond to \(R\). It therefore leaves out orbital contraction on bonding, which raises the second moment, as well as electron interaction. Reading \(n\) as a measured Compton profile also requires the impulse approximation, in which the struck electron recoils as if free.

## How the lemmas follow the derivation

`gaussian_integral` adapts Mathlib's complex Gaussian integral; `atomic_fourier` expands the exponent and applies it, while `overlap_eq` combines the two exponents and uses the real Gaussian integral. In `bonding_density`, the step `hc` adds the two phases. There and in `cos_integral`, integrability is shown by contradiction: Lean assigns zero to a non-integrable function's integral, but the value already computed is nonzero.

`integrable_gaussian_mul` supplies integrability, given that the sine and cosine factors are at most one in absolute value. In `cos_second_moment`, `A` and `B` are the two total-derivative identities, and `linear_combination` eliminates \(D_1\). `bonding_moments` splits the density with `Real.cos_sq` and integrates term by term. `atomic_secondMoment` uses the same cosine moment at \(R=0\), and the final equivalence follows from the sign of the subtracted term.
